# Truncating natural virtual orbitals: the squared error of projected real pair amplitudes is at most twice the discarded occupation

Take one occupied orbital and two virtual orbitals, with the real symmetric amplitude matrix

$$T=\begin{pmatrix}x&y\\y&z\end{pmatrix}.$$

Discarding the second virtual orbital keeps only $x$, so the squared error is $2y^2+z^2$. The density $G=TT^{\mathsf T}$ gives that orbital the weight $G_{22}=y^2+z^2$. Twice this weight counts $y^2$ correctly, once for each position of the discarded index, but counts $z^2$ once too often. Hence the error is $2G_{22}-z^2\le 2G_{22}$.

The general case has amplitude matrices $T^{ij}$, with $i,j$ occupied and the matrix indices $a,b$ virtual, in a real orthonormal basis. They obey the exchange symmetry $T^{ji}=(T^{ij})^{\mathsf T}$. Let $P$ project orthogonally on the kept virtual space, and put $Q=1-P$, $\|A\|^2=\sum_{ab}A_{ab}^2$ and $G=\sum_{ij}T^{ij}(T^{ij})^{\mathsf T}$. The result is

$$\sum_{ij}\|T^{ij}-PT^{ij}P\|^2=2\,\mathrm{Tr}(QG)-\sum_{ij}\|QT^{ij}Q\|^2 .$$

For amplitudes of the random-phase approximation (RPA), this relates an occupation threshold to the error of projecting given amplitudes; it does not cover solving the amplitude equations again in the smaller space. The occupations are eigenvalues of $G$, built from the same amplitudes that are projected. A threshold on the occupations of another density, such as one from second-order perturbation theory, does not by itself give this bound.

In Lean, the finite types `o` and `v` label occupied and virtual orbitals. Sums run over all ordered pairs, and `pairDensity` has no spin factor or normalisation, which fixes the scale of the occupations.

```lean
import Mathlib

open Matrix

namespace RPANaturalVirtuals

noncomputable section

variable {o v : Type*} [Fintype o] [Fintype v] [DecidableEq v] {m : ℕ}

/-- The squared Frobenius norm of a real matrix on the virtual space. -/
def frobSq (A : Matrix v v ℝ) : ℝ := ∑ a, ∑ b, A a b ^ 2

/-- The virtual density `G`, the sum over pairs of `T^ij (T^ij)ᵀ`. -/
def pairDensity (T : o → o → Matrix v v ℝ) : Matrix v v ℝ :=
  ∑ i, ∑ j, T i j * (T i j)ᵀ

/-- The total squared error made when every amplitude matrix `T^ij` is replaced by
`P T^ij P`. -/
def truncationError (P : Matrix v v ℝ) (T : o → o → Matrix v v ℝ) : ℝ :=
  ∑ i, ∑ j, frobSq (T i j - P * T i j * P)
```

`discarded u` is $\sum_k u_ku_k^{\mathsf T}$ for $m$ coefficient vectors $u_k$. `pairEnergy` is a bare contraction with integrals $K^{ij}$, so any prefactor of an energy formula must be absorbed into $K$.

```lean
/-- The sum of the outer products of the discarded virtual orbitals with themselves. -/
def discarded (u : Fin m → v → ℝ) : Matrix v v ℝ := ∑ k, vecMulVec (u k) (u k)

/-- The contraction of the amplitudes with a family of integrals `K^ij`. -/
def pairEnergy (K T : o → o → Matrix v v ℝ) : ℝ :=
  ∑ i, ∑ j, ∑ a, ∑ b, K i j a b * T i j a b
```

## The kept space is an orthogonal projection

The hypotheses `hP` and `hPP` say $P^{\mathsf T}=P$ and $P^2=P$: amplitudes are restricted to a subspace without rescaling or skewing. Then $Q$ has both properties too. For any such matrix $R$, cyclicity of the trace gives

$$\|RAR\|^2=\mathrm{Tr}(RARRA^{\mathsf T}R)=\mathrm{Tr}(RARA^{\mathsf T}).$$

With $R=P$, expanding the square yields

$$\|A-PAP\|^2=\|A\|^2-2\,\mathrm{Tr}(PAPA^{\mathsf T})+\|PAP\|^2=\mathrm{Tr}(AA^{\mathsf T})-\mathrm{Tr}(PAPA^{\mathsf T}).$$

With $R=Q$,

$$\|QAQ\|^2=\mathrm{Tr}(AA^{\mathsf T})-\mathrm{Tr}(PAA^{\mathsf T})-\mathrm{Tr}(APA^{\mathsf T})+\mathrm{Tr}(PAPA^{\mathsf T}).$$

The weights with one index discarded add up to

$$\mathrm{Tr}(QAA^{\mathsf T})+\mathrm{Tr}(QA^{\mathsf T}A)=2\,\mathrm{Tr}(AA^{\mathsf T})-\mathrm{Tr}(PAA^{\mathsf T})-\mathrm{Tr}(APA^{\mathsf T}).$$

Subtracting $\|QAQ\|^2$ from this sum leaves exactly $\|A-PAP\|^2$.

`frobSq_eq_trace` turns the norm into a trace, and `frobSq_compress` is the formula for $R$. In `pair_error_eq`, `h1` expands the square, `h2` the doubly discarded block, and `linarith` combines them.

```lean
omit [DecidableEq v] in
/-- The squared Frobenius norm of `A` is the trace of `A Aᵀ`. -/
theorem frobSq_eq_trace (A : Matrix v v ℝ) : frobSq A = Matrix.trace (A * Aᵀ) := by
  simp [frobSq, Matrix.trace, Matrix.mul_apply, sq]

omit [DecidableEq v] in
/-- For a symmetric idempotent `R`, the squared norm of `R A R` is the trace of
`R A R Aᵀ`. -/
theorem frobSq_compress {R : Matrix v v ℝ} (hR : Rᵀ = R) (hRR : R * R = R)
    (A : Matrix v v ℝ) : frobSq (R * A * R) = Matrix.trace (R * A * R * Aᵀ) := by
  have h : R * A * R * (R * (Aᵀ * R)) = (R * A * (R * R) * Aᵀ) * R := by
    simp only [Matrix.mul_assoc]
  have h2 : R * (R * A * R * Aᵀ) = (R * R) * A * R * Aᵀ := by
    simp only [Matrix.mul_assoc]
  rw [frobSq_eq_trace, transpose_mul, transpose_mul, hR, h, hRR, Matrix.trace_mul_comm,
    h2, hRR]

/-- For a symmetric idempotent `P`, the squared error of one pair is the weight of its amplitudes
with the first index discarded, plus that with the second index discarded, minus that with both
discarded. -/
theorem pair_error_eq {P : Matrix v v ℝ} (hP : Pᵀ = P) (hPP : P * P = P)
    (A : Matrix v v ℝ) :
    frobSq (A - P * A * P) = Matrix.trace ((1 - P) * (A * Aᵀ))
      + Matrix.trace ((1 - P) * (Aᵀ * A)) - frobSq ((1 - P) * A * (1 - P)) := by
  have hQ : (1 - P)ᵀ = 1 - P := by rw [transpose_sub, transpose_one, hP]
  have hQQ : (1 - P) * (1 - P) = 1 - P := by
    have h : (1 - P) * (1 - P) = 1 - P - P + P * P := by noncomm_ring
    rw [h, hPP]
    abel
  -- the square of the difference, with its cross term
  have h1 : frobSq (A - P * A * P)
      = frobSq A - 2 * Matrix.trace (P * A * P * Aᵀ) + frobSq (P * A * P) := by
    have hc : Matrix.trace (A * (P * A * P)ᵀ) = Matrix.trace (P * A * P * Aᵀ) := by
      rw [← Matrix.trace_transpose (A * (P * A * P)ᵀ), transpose_mul, transpose_transpose]
    rw [frobSq_eq_trace, frobSq_eq_trace A, frobSq_eq_trace (P * A * P), transpose_sub,
      Matrix.sub_mul, Matrix.mul_sub, Matrix.mul_sub, Matrix.trace_sub, Matrix.trace_sub,
      Matrix.trace_sub, hc]
    ring
  rw [frobSq_compress hP hPP, frobSq_eq_trace A] at h1
  -- the doubly discarded block
  have h2 : Matrix.trace ((1 - P) * A * (1 - P) * Aᵀ) = Matrix.trace (A * Aᵀ)
      - Matrix.trace (P * (A * Aᵀ)) - Matrix.trace (A * P * Aᵀ)
      + Matrix.trace (P * A * P * Aᵀ) := by
    rw [← Matrix.trace_sub, ← Matrix.trace_sub, ← Matrix.trace_add]
    congr 1
    noncomm_ring
  have h3 : Matrix.trace (P * (Aᵀ * A)) = Matrix.trace (A * P * Aᵀ) := by
    rw [← Matrix.mul_assoc, Matrix.trace_mul_comm, ← Matrix.mul_assoc]
  have h4 : Matrix.trace (Aᵀ * A) = Matrix.trace (A * Aᵀ) := Matrix.trace_mul_comm _ _
  have h5 (X : Matrix v v ℝ) :
      Matrix.trace ((1 - P) * X) = Matrix.trace X - Matrix.trace (P * X) := by
    rw [Matrix.sub_mul, Matrix.one_mul, Matrix.trace_sub]
  rw [frobSq_compress hQ hQQ, h5, h5]
  linarith
```

The failures described here and below for missing hypotheses are worked by hand and are not part of the Lean file. Without idempotency, $P=2\cdot 1$ gives an error of $9\,\mathrm{Tr}\,G$ against a bound of $-2\,\mathrm{Tr}\,G$. Without symmetry, the oblique projector $P=\begin{pmatrix}1&s\\0&0\end{pmatrix}$ applied to $T=\begin{pmatrix}1&0\\0&0\end{pmatrix}$ gives an error of $s^2$ against a bound of zero.

## Exchanging the two electrons transposes the amplitudes

The hypothesis `hT` is $T^{ji}=(T^{ij})^{\mathsf T}$, or $T^{ji}_{ba}=T^{ij}_{ab}$: exchanging the electrons exchanges both index pairs. By hand it is used once, after summation over pairs:

$$\sum_{ij}\mathrm{Tr}\big(Q(T^{ij})^{\mathsf T}T^{ij}\big)=\sum_{ij}\mathrm{Tr}\big(QT^{ji}(T^{ji})^{\mathsf T}\big)=\mathrm{Tr}(QG).$$

Both weights are therefore $\mathrm{Tr}(QG)$, which proves the identity. In `truncationError_eq` this is `hG'`, where `Finset.sum_comm` relabels the pairs.

```lean
/-- For a symmetric idempotent `P` and amplitudes with `T^ji = (T^ij)ᵀ`, the total truncation error
equals `2 Tr((1-P)G)` minus the squared norm of the doubly discarded blocks. -/
theorem truncationError_eq {P : Matrix v v ℝ} (hP : Pᵀ = P) (hPP : P * P = P)
    {T : o → o → Matrix v v ℝ} (hT : ∀ i j, T j i = (T i j)ᵀ) :
    truncationError P T = 2 * Matrix.trace ((1 - P) * pairDensity T)
      - ∑ i, ∑ j, frobSq ((1 - P) * T i j * (1 - P)) := by
  have hG : ∑ i, ∑ j, Matrix.trace ((1 - P) * (T i j * (T i j)ᵀ))
      = Matrix.trace ((1 - P) * pairDensity T) := by
    simp only [pairDensity, Matrix.mul_sum, Matrix.trace_sum]
  -- exchanging the two electrons turns the second weight into the first
  have hG' : ∑ i, ∑ j, Matrix.trace ((1 - P) * ((T i j)ᵀ * T i j))
      = Matrix.trace ((1 - P) * pairDensity T) := by
    rw [← hG, Finset.sum_comm]
    refine Finset.sum_congr rfl fun i _ => Finset.sum_congr rfl fun j _ => ?_
    rw [hT i j, transpose_transpose]
  simp only [truncationError, pair_error_eq hP hPP, Finset.sum_sub_distrib,
    Finset.sum_add_distrib, hG, hG']
  ring
```

The subtracted term is a sum of squares. Omitting it gives the bound, with equality exactly when every $QT^{ij}Q$ vanishes. For the forward direction, Lean descends through the nested sums until each squared entry is zero.

```lean
/-- For a symmetric idempotent `P` and amplitudes with `T^ji = (T^ij)ᵀ`, the total truncation error
is at most `2 Tr((1-P)G)`. -/
theorem truncationError_le {P : Matrix v v ℝ} (hP : Pᵀ = P) (hPP : P * P = P)
    {T : o → o → Matrix v v ℝ} (hT : ∀ i j, T j i = (T i j)ᵀ) :
    truncationError P T ≤ 2 * Matrix.trace ((1 - P) * pairDensity T) := by
  rw [truncationError_eq hP hPP hT]
  refine sub_le_self _ (Finset.sum_nonneg fun i _ => Finset.sum_nonneg fun j _ => ?_)
  exact Finset.sum_nonneg fun a _ => Finset.sum_nonneg fun b _ => sq_nonneg _

/-- For a symmetric idempotent `P` and amplitudes with `T^ji = (T^ij)ᵀ`, the trace bound is an
equality exactly when no pair has amplitudes with both virtual indices in the discarded space. -/
theorem truncationError_eq_iff {P : Matrix v v ℝ} (hP : Pᵀ = P) (hPP : P * P = P)
    {T : o → o → Matrix v v ℝ} (hT : ∀ i j, T j i = (T i j)ᵀ) :
    truncationError P T = 2 * Matrix.trace ((1 - P) * pairDensity T)
      ↔ ∀ i j, (1 - P) * T i j * (1 - P) = 0 := by
  rw [truncationError_eq hP hPP hT, sub_eq_self]
  constructor
  · intro h i j
    -- a vanishing sum of squares has vanishing terms
    have n1 (A : Matrix v v ℝ) (a : v) : 0 ≤ ∑ b, A a b ^ 2 :=
      Finset.sum_nonneg fun b _ => sq_nonneg _
    have n2 (A : Matrix v v ℝ) : 0 ≤ frobSq A := Finset.sum_nonneg fun a _ => n1 A a
    have h1 := (Finset.sum_eq_zero_iff_of_nonneg
      (fun i _ => Finset.sum_nonneg fun j _ => n2 _)).1 h i (Finset.mem_univ i)
    have h2 := (Finset.sum_eq_zero_iff_of_nonneg (fun j _ => n2 _)).1 h1 j
      (Finset.mem_univ j)
    unfold frobSq at h2
    ext a b
    have h3 := (Finset.sum_eq_zero_iff_of_nonneg (fun a _ => n1 _ a)).1 h2 a
      (Finset.mem_univ a)
    have h4 := (Finset.sum_eq_zero_iff_of_nonneg (fun b _ => sq_nonneg _)).1 h3 b
      (Finset.mem_univ b)
    exact (pow_eq_zero_iff two_ne_zero).1 h4
  · intro h
    simp [h, frobSq]
```

Without `hT`, a single pair with $T=\begin{pmatrix}0&1\\0&0\end{pmatrix}$ breaks the bound. Discarding the second orbital gives an error of one, while $G$ has no weight there.

## The discarded orbitals are orthonormal

The hypothesis `hu` is $u_k\cdot u_l=\delta_{kl}$. With $D=\sum_k u_ku_k^{\mathsf T}$,

$$D^2=\sum_{kl}(u_k\cdot u_l)\,u_ku_l^{\mathsf T}=D,$$

and $P=1-D$ satisfies $P^2=1-2D+D^2=P$. Symmetry is immediate. In `kept_projector`, `hv` multiplies the outer products and `hd` collapses the double sum.

```lean
/-- Removing orthonormal orbitals from the virtual space leaves a symmetric idempotent
matrix. -/
theorem kept_projector {u : Fin m → v → ℝ}
    (hu : ∀ k l, u k ⬝ᵥ u l = if k = l then 1 else 0) :
    (1 - discarded u)ᵀ = 1 - discarded u ∧
      (1 - discarded u) * (1 - discarded u) = 1 - discarded u := by
  have hs : (discarded u)ᵀ = discarded u := by
    ext a b
    simp [discarded, Matrix.sum_apply, vecMulVec_apply, mul_comm]
  have hv (k l : Fin m) : vecMulVec (u k) (u k) * vecMulVec (u l) (u l)
      = (u k ⬝ᵥ u l) • vecMulVec (u k) (u l) := by
    ext a b
    simp only [Matrix.mul_apply, vecMulVec_apply, Matrix.smul_apply, smul_eq_mul,
      dotProduct, Finset.sum_mul]
    exact Finset.sum_congr rfl fun c _ => by ring
  have hd : discarded u * discarded u = discarded u := by
    simp only [discarded, Matrix.sum_mul, Matrix.mul_sum, hv, hu, ite_smul, one_smul,
      zero_smul, Finset.sum_ite_eq', Finset.mem_univ, if_true]
  refine ⟨by rw [transpose_sub, transpose_one, hs], ?_⟩
  have h : (1 - discarded u) * (1 - discarded u)
      = 1 - discarded u - discarded u + discarded u * discarded u := by noncomm_ring
  rw [h, hd]
  abel
```

If the same unit vector is listed twice, $1-D$ is a reflection. For $T=\begin{pmatrix}0&1\\1&0\end{pmatrix}$ and the second orbital listed twice, the error is $8$, while $2m\eta=4$ with $m=2$ and $\eta=1$.

## They are natural orbitals with occupations at most η

The hypothesis `hG` says $Gu_k=n_ku_k$, where $n_k$ is `occ k`, and `hη` says $n_k\le\eta$. The number $\eta$ stands for the occupation threshold of a natural-orbital truncation. By hand,

$$\mathrm{Tr}(DG)=\sum_k n_k\,\mathrm{Tr}(u_ku_k^{\mathsf T})=\sum_k n_k\le m\eta,$$

so the total error is at most $2m\eta$. In the proof, `hk` uses the eigenvalue equation, `ht` the normalisation, `hsum` evaluates the trace and `hle` applies the threshold.

```lean
/-- Discarding `m` orthonormal eigenvectors of `G` with occupations at most `η` gives a total
truncation error of at most `2 m η`, for amplitudes with `T^ji = (T^ij)ᵀ`. -/
theorem truncationError_le_occupation {T : o → o → Matrix v v ℝ}
    (hT : ∀ i j, T j i = (T i j)ᵀ) {u : Fin m → v → ℝ} {occ : Fin m → ℝ} {η : ℝ}
    (hu : ∀ k l, u k ⬝ᵥ u l = if k = l then 1 else 0)
    (hG : ∀ k, pairDensity T *ᵥ u k = occ k • u k) (hη : ∀ k, occ k ≤ η) :
    truncationError (1 - discarded u) T ≤ 2 * m * η := by
  have hk (k : Fin m) : pairDensity T * vecMulVec (u k) (u k)
      = occ k • vecMulVec (u k) (u k) := by
    ext a b
    have h := congrFun (hG k) a
    simp only [Matrix.mulVec, dotProduct, Pi.smul_apply, smul_eq_mul] at h
    simp only [Matrix.mul_apply, vecMulVec_apply, Matrix.smul_apply, smul_eq_mul]
    rw [← mul_assoc, ← h, Finset.sum_mul]
    exact Finset.sum_congr rfl fun c _ => by ring
  have ht (k : Fin m) : Matrix.trace (vecMulVec (u k) (u k)) = 1 := by
    have h := hu k k
    rw [if_pos rfl] at h
    rw [← h]
    simp [Matrix.trace, vecMulVec_apply, dotProduct]
  -- the discarded trace is the sum of the discarded occupations
  have hsum : Matrix.trace (discarded u * pairDensity T) = ∑ k, occ k := by
    rw [Matrix.trace_mul_comm, discarded, Matrix.mul_sum, Matrix.trace_sum]
    refine Finset.sum_congr rfl fun k _ => ?_
    rw [hk, Matrix.trace_smul, ht, smul_eq_mul, mul_one]
  have hle : ∑ k, occ k ≤ m * η := by
    calc ∑ k, occ k ≤ ∑ _k : Fin m, η := Finset.sum_le_sum fun k _ => hη k
      _ = m * η := by simp
  have h := truncationError_le (kept_projector hu).1 (kept_projector hu).2 hT
  rw [sub_sub_cancel, hsum] at h
  linarith
```

Without `hη`, the bound $2\sum_k n_k$ remains. Without `hG`, the trace bound still holds, but the diagonal elements $u_k\cdot Gu_k$ take the place of the occupations.

## The energy estimate needs no condition on P

For fixed integrals, the energy change is $\sum_{ijab}K^{ij}_{ab}(T^{ij}-PT^{ij}P)_{ab}$. Cauchy–Schwarz over all four indices bounds its square by $\sum_{ij}\|K^{ij}\|^2$ times the total truncation error. Lean applies the inequality on the product type `o × o × v × v`. Neither `hP`, `hPP` nor `hT` is used; they enter only when the truncation error is itself bounded by occupations.

```lean
omit [DecidableEq v] in
/-- The squared change of the contracted energy on truncation is at most the squared norm
of the integrals times the total truncation error. -/
theorem energy_error_sq_le (K T : o → o → Matrix v v ℝ) (P : Matrix v v ℝ) :
    (pairEnergy K T - pairEnergy K (fun i j => P * T i j * P)) ^ 2
      ≤ (∑ i, ∑ j, frobSq (K i j)) * truncationError P T := by
  have cs := Finset.sum_mul_sq_le_sq_mul_sq (Finset.univ : Finset (o × o × v × v))
    (fun x => K x.1 x.2.1 x.2.2.1 x.2.2.2)
    (fun x => (T x.1 x.2.1 - P * T x.1 x.2.1 * P) x.2.2.1 x.2.2.2)
  simp only [Fintype.sum_prod_type] at cs
  have hd : pairEnergy K T - pairEnergy K (fun i j => P * T i j * P)
      = ∑ i, ∑ j, ∑ a, ∑ b, K i j a b * (T i j - P * T i j * P) a b := by
    simp only [pairEnergy, Matrix.sub_apply, mul_sub, Finset.sum_sub_distrib]
  rw [hd]
  exact cs
```

## Two virtual orbitals attain the bound

Set $x=z=0$ and $y=1$ in the opening example. Then $G=1$, the discarded orbital has occupation one, and $PTP=0$. The error is $2$, equal to $2m\eta$ with $m=\eta=1$. The last theorem checks the hypotheses and this value, so the factor two cannot be lowered for all real amplitudes with the exchange symmetry. The example is chosen for its algebra and was not obtained by solving the RPA amplitude equations.

```lean
/-- One occupied pair with amplitudes `!![0, 1; 1, 0]` and discarded orbital `![0, 1]`, of
occupation one, meets the hypotheses of the occupation bound and attains it. -/
theorem occupation_bound_witness :
    let T : Fin 1 → Fin 1 → Matrix (Fin 2) (Fin 2) ℝ := fun _ _ => !![0, 1; 1, 0]
    let u : Fin 1 → Fin 2 → ℝ := fun _ => ![0, 1]
    (∀ i j, T j i = (T i j)ᵀ) ∧ (∀ k l, u k ⬝ᵥ u l = if k = l then 1 else 0) ∧
      (∀ k, pairDensity T *ᵥ u k = (1 : ℝ) • u k) ∧
      truncationError (1 - discarded u) T = 2 * (1 : ℕ) * 1 := by
  intro T u
  have hG : pairDensity T = 1 := by
    ext a b
    fin_cases a <;> fin_cases b <;>
      simp [T, pairDensity, Matrix.vecMul_transpose]
  have hD : 1 - discarded u = !![1, 0; 0, 0] := by
    ext a b
    fin_cases a <;> fin_cases b <;> simp [u, discarded]
  refine ⟨fun i j => ?_, fun k l => ?_, fun k => ?_, ?_⟩
  · ext a b
    fin_cases a <;> fin_cases b <;> simp [T]
  · have h : k = l := Subsingleton.elim _ _
    subst h
    simp [u, dotProduct, Fin.sum_univ_two]
  · rw [hG, Matrix.one_mulVec, one_smul]
  · rw [hD]
    norm_num [T, truncationError, frobSq, Matrix.mul_apply, Fin.sum_univ_two]

end

end RPANaturalVirtuals
```

```lean
#print axioms RPANaturalVirtuals.truncationError_eq_iff
-- 'RPANaturalVirtuals.truncationError_eq_iff' depends on axioms: [propext, Classical.choice, Quot.sound]
#print axioms RPANaturalVirtuals.truncationError_le_occupation
-- 'RPANaturalVirtuals.truncationError_le_occupation' depends on axioms: [propext, Classical.choice, Quot.sound]
#print axioms RPANaturalVirtuals.energy_error_sq_le
-- 'RPANaturalVirtuals.energy_error_sq_le' depends on axioms: [propext, Classical.choice, Quot.sound]
```
